# Flux normalization makes a current-conserving scattering matrix between equally many modes unitary

The scattering matrix $S=\mathrm{diag}(1,2)$ can conserve current exactly, yet the squared amplitudes leaving the second incoming mode sum to 4. Read as probabilities, they are nonsense, because the amplitudes refer to modes that carry different currents. When modes are degenerate, a solver may also return combinations whose currents interfere, so that the current is a matrix and not a list of fluxes. Rotating to modes without such cross terms and rescaling by the square roots of their fluxes repairs both defects, provided that the current matrices are positive definite.

Let `n` label the incoming modes and `m` the outgoing ones, both finite sets. Incoming amplitudes $x$ carry the current $x^\dagger A x$, counted positive towards the scatterer. The outgoing amplitudes $y=Sx$ carry $y^\dagger B y$, counted positive away from the scatterer.

In Lean 4 with Mathlib:

```lean
import Mathlib

open Matrix
open scoped ComplexOrder

namespace FluxNormalizedScattering

noncomputable section

variable {m n : Type*} [Fintype m] [DecidableEq m] [Fintype n] [DecidableEq n]
```

Real fluxes $v_i$ enter as the complex matrix $\mathrm{diag}(v)$.

```lean
/-- The complex diagonal matrix with real entries `v`. -/
def realDiag (v : n → ℝ) : Matrix n n ℂ := diagonal fun i => (v i : ℂ)
```

A flux basis of $A$ is a unitary $U$ with positive fluxes $a_i$ such that $U^\dagger A U=a$, where $a$ also denotes the diagonal matrix.

```lean
/-- The unitary `U` rotates the modes so that the current matrix `A` becomes diagonal,
with positive fluxes `a`. -/
structure FluxBasis (A U : Matrix n n ℂ) (a : n → ℝ) : Prop where
  unitary : U ∈ unitaryGroup n ℂ
  pos : ∀ i, 0 < a i
  diag : Uᴴ * A * U = realDiag a
```

With a flux basis $(W,b)$ of $B$, the normalized scattering matrix is
$$N=b^{1/2}\,W^\dagger S\,U\,a^{-1/2}.$$
It may be rectangular, with outgoing modes as rows.

```lean
/-- The flux-normalized scattering matrix `b^(1/2) Wᴴ S U a^(-1/2)`. -/
def fluxNormalized (W : Matrix m m ℂ) (b : m → ℝ) (S : Matrix m n ℂ)
    (U : Matrix n n ℂ) (a : n → ℝ) : Matrix m n ℂ :=
  realDiag (fun i => √(b i)) * Wᴴ * S * U * realDiag (fun j => (√(a j))⁻¹)
```

## From current matrices to fluxes

Real diagonal matrices are Hermitian.

```lean
omit [Fintype n] in
/-- A real diagonal matrix is Hermitian. -/
theorem realDiag_conjTranspose (v : n → ℝ) : (realDiag v)ᴴ = realDiag v := by
  unfold realDiag
  rw [diagonal_conjTranspose]
  congr 1
  funext i
  exact Complex.conj_ofReal _
```

For positive $v$, $v^{1/2}v^{1/2}=v$ and $v^{1/2}v^{-1/2}=1$, entry by entry.

```lean
/-- For positive fluxes, the diagonal matrix of square roots squares to the flux matrix, and the
diagonal matrix of inverse square roots is the inverse of the diagonal matrix of square roots. -/
theorem realDiag_sqrt {v : n → ℝ} (h : ∀ i, 0 < v i) :
    realDiag (fun i => √(v i)) * realDiag (fun i => √(v i)) = realDiag v ∧
    realDiag (fun i => √(v i)) * realDiag (fun i => (√(v i))⁻¹) = 1 := by
  constructor
  · simp only [realDiag, diagonal_mul_diagonal]
    congr 1
    funext i
    rw [← Complex.ofReal_mul, Real.mul_self_sqrt (h i).le]
  · simp only [realDiag, diagonal_mul_diagonal]
    rw [← diagonal_one]
    congr 1
    funext i
    rw [← Complex.ofReal_mul, mul_inv_cancel₀ (Real.sqrt_pos.2 (h i)).ne', Complex.ofReal_one]
```

A positive definite $A$ is Hermitian, so it has orthonormal eigenvectors $u_j$ with $Au_j=a_ju_j$ and $a_j=u_j^\dagger Au_j>0$. Taking them as the columns of $U$ gives $AU=Ua$, which is `h` in the proof, and hence $U^\dagger AU=a$.

```lean
/-- Every positive definite current matrix has a flux basis. -/
theorem exists_fluxBasis {A : Matrix n n ℂ} (hA : A.PosDef) :
    ∃ (U : Matrix n n ℂ) (a : n → ℝ), FluxBasis A U a := by
  have hH := hA.isHermitian
  -- the columns of the unitary are eigenvectors of the current matrix
  have h : A * (hH.eigenvectorUnitary : Matrix n n ℂ)
      = (hH.eigenvectorUnitary : Matrix n n ℂ) * realDiag hH.eigenvalues := by
    ext i j
    have := congrFun (hH.mulVec_eigenvectorBasis j) i
    rw [realDiag, Matrix.mul_diagonal]
    simpa [Matrix.mul_apply, Matrix.mulVec, dotProduct, hH.eigenvectorUnitary_apply,
      mul_comm] using this
  have hU : (hH.eigenvectorUnitary : Matrix n n ℂ)ᴴ * (hH.eigenvectorUnitary : Matrix n n ℂ) = 1 :=
    mem_unitaryGroup_iff'.mp hH.eigenvectorUnitary.2
  refine ⟨hH.eigenvectorUnitary, hH.eigenvalues, hH.eigenvectorUnitary.2,
    fun i => hA.eigenvalues_pos i, ?_⟩
  rw [Matrix.mul_assoc, h, ← Matrix.mul_assoc, hU, Matrix.one_mul]
```

Since $UU^\dagger=1$, the rotation can be undone: $A=UU^\dagger AUU^\dagger=UaU^\dagger$.

```lean
/-- The current matrix is recovered from its flux basis as `A = U a Uᴴ`. -/
theorem FluxBasis.reconstruct {A U : Matrix n n ℂ} {a : n → ℝ} (h : FluxBasis A U a) :
    A = U * realDiag a * Uᴴ := by
  have hU : U * Uᴴ = 1 := mem_unitaryGroup_iff.mp h.unitary
  rw [← h.diag]
  calc A = (U * Uᴴ) * A * (U * Uᴴ) := by rw [hU, Matrix.one_mul, Matrix.mul_one]
    _ = U * (Uᴴ * A * U) * Uᴴ := by simp only [Matrix.mul_assoc]
```

## Current conservation as an isometry

Inserting $B=Wb^{1/2}b^{1/2}W^\dagger$ gives
$$N^\dagger N=a^{-1/2}U^\dagger S^\dagger W b W^\dagger S U a^{-1/2}=a^{-1/2}\,U^\dagger(S^\dagger BS)U\,a^{-1/2}.$$

```lean
/-- The Gram matrix of the flux-normalized scattering matrix is the outgoing current form
`Sᴴ B S`, rotated by `U` and rescaled by `a^(-1/2)` on both sides. -/
theorem fluxNormalized_gram {B W : Matrix m m ℂ} {b : m → ℝ} (hB : FluxBasis B W b)
    (S : Matrix m n ℂ) (U : Matrix n n ℂ) (a : n → ℝ) :
    (fluxNormalized W b S U a)ᴴ * fluxNormalized W b S U a =
      realDiag (fun j => (√(a j))⁻¹) * (Uᴴ * (Sᴴ * B * S) * U) *
        realDiag (fun j => (√(a j))⁻¹) := by
  have h := hB.reconstruct
  rw [← (realDiag_sqrt hB.pos).1] at h
  rw [h]
  simp only [fluxNormalized, conjTranspose_mul, conjTranspose_conjTranspose,
    realDiag_conjTranspose, Matrix.mul_assoc]
```

Current conservation for every $x$ means $S^\dagger BS=A$. This is assumed here; physically, it holds in a stationary state when nothing is absorbed or generated, every outgoing channel, reflection included, is counted, and the current has no cross terms between incoming and outgoing modes.

If it holds, then $N^\dagger N=a^{-1/2}\,a\,a^{-1/2}=1$. Conversely, if $N^\dagger N=1$, multiplying by $a^{1/2}$ on both sides gives $U^\dagger(S^\dagger BS)U=a$. Then $S^\dagger BS$ and $A$ share a flux basis, and both equal $UaU^\dagger$. In the proof, `R` is $a^{1/2}$ and `D` is $a^{-1/2}$.

```lean
/-- For any numbers of incoming and outgoing modes, the flux-normalized scattering matrix is an
isometry if and only if `S` conserves current. -/
theorem isometry_iff_current_conserved {A U : Matrix n n ℂ} {a : n → ℝ} {B W : Matrix m m ℂ}
    {b : m → ℝ} (hA : FluxBasis A U a) (hB : FluxBasis B W b) (S : Matrix m n ℂ) :
    (fluxNormalized W b S U a)ᴴ * fluxNormalized W b S U a = 1 ↔ Sᴴ * B * S = A := by
  rw [fluxNormalized_gram hB]
  obtain ⟨h3, h1⟩ := realDiag_sqrt hA.pos
  set R := realDiag (fun i => √(a i))
  set D := realDiag (fun i => (√(a i))⁻¹)
  have h2 : D * R = 1 := mul_eq_one_comm.mp h1
  constructor
  · intro h
    -- undo the rescaling: the outgoing current form has the same flux basis as `A`
    have key : Uᴴ * (Sᴴ * B * S) * U = realDiag a := by
      calc Uᴴ * (Sᴴ * B * S) * U = (R * D) * (Uᴴ * (Sᴴ * B * S) * U) * (D * R) := by
            rw [h1, h2, Matrix.one_mul, Matrix.mul_one]
        _ = R * (D * (Uᴴ * (Sᴴ * B * S) * U) * D) * R := by simp only [Matrix.mul_assoc]
        _ = realDiag a := by rw [h, Matrix.mul_one, h3]
    have hS : FluxBasis (Sᴴ * B * S) U a := ⟨hA.unitary, hA.pos, key⟩
    exact hS.reconstruct.trans hA.reconstruct.symm
  · intro h
    rw [h, hA.diag, ← h3]
    calc D * (R * R) * D = (D * R) * (R * D) := by simp only [Matrix.mul_assoc]
      _ = 1 := by rw [h2, h1, Matrix.one_mul]
```

For equally many modes $N$ is square, so $N^\dagger N=1$ also gives $NN^\dagger=1$. The theorem states that flux bases exist for $A$ and $B$, and that $N$ is unitary for every choice of them. Both sides are indexed by the same type `n`, which expresses the equal numbers.

```lean
/-- If `S` conserves current between equally many incoming and outgoing modes and both current
matrices are positive definite, flux bases exist for both current matrices, and for every choice of
them the flux-normalized scattering matrix is unitary. -/
theorem fluxNormalized_unitary {A B S : Matrix n n ℂ} (hA : A.PosDef) (hB : B.PosDef)
    (hS : Sᴴ * B * S = A) :
    (∃ (U W : Matrix n n ℂ) (a b : n → ℝ), FluxBasis A U a ∧ FluxBasis B W b) ∧
    ∀ (U W : Matrix n n ℂ) (a b : n → ℝ), FluxBasis A U a → FluxBasis B W b →
      fluxNormalized W b S U a ∈ unitaryGroup n ℂ := by
  constructor
  · obtain ⟨U, a, hU⟩ := exists_fluxBasis hA
    obtain ⟨W, b, hW⟩ := exists_fluxBasis hB
    exact ⟨U, W, a, b, hU, hW⟩
  · intro U W a b hU hW
    exact mem_unitaryGroup_iff'.mpr ((isometry_iff_current_conserved hU hW S).mpr hS)
```

With a single mode, conservation reads $b|s|^2=a$, and $N$ is $\sqrt{b/a}\,s$ up to a phase, a number of modulus one.

Positivity matters. Take $A=B=\mathrm{diag}(1,-1)$, which mixes the two directions of current, and
$$S=\tfrac13\begin{pmatrix}5&4\\4&5\end{pmatrix}.$$
Then $S^\dagger BS=A$, but no flux basis exists. Using the moduli of the currents as fluxes, with $U=W=1$, leaves $N=S$, which is not unitary.

The diagonal entry $(N^\dagger N)_{jj}=1$ reads $\sum_i|N_{ij}|^2=1$: the outgoing probabilities for mode $j$ of the incoming flux basis sum to one. In mode matching for coherent single-particle transport, with finitely many propagating modes, this is a check on computed amplitudes.

```lean
/-- When current is conserved, the squared moduli of the flux-normalized amplitudes from one
incoming mode `j` to all outgoing modes sum to one. -/
theorem sum_probabilities {A U : Matrix n n ℂ} {a : n → ℝ} {B W : Matrix m m ℂ}
    {b : m → ℝ} (hA : FluxBasis A U a) (hB : FluxBasis B W b) {S : Matrix m n ℂ}
    (hS : Sᴴ * B * S = A) (j : n) :
    ∑ i, ‖fluxNormalized W b S U a i j‖ ^ 2 = 1 := by
  have h := congrFun (congrFun ((isometry_iff_current_conserved hA hB S).mpr hS) j) j
  rw [Matrix.mul_apply, Matrix.one_apply_eq] at h
  have h' : ((∑ i, ‖fluxNormalized W b S U a i j‖ ^ 2 : ℝ) : ℂ) = 1 := by
    refine Eq.trans ?_ h
    rw [Complex.ofReal_sum]
    refine Finset.sum_congr rfl fun i _ => ?_
    rw [conjTranspose_apply, Complex.star_def, mul_comm, Complex.mul_conj,
      Complex.normSq_eq_norm_sq]
  exact_mod_cast h'
```

## Two modes with interfering currents

If $RS=1$ for some $R$, then $x\neq0$ implies $Sx\neq0$, so $x^\dagger S^\dagger BSx=(Sx)^\dagger B(Sx)>0$. A positive outgoing current form thus pulls back to a positive incoming one.

```lean
omit [DecidableEq m] in
/-- If `S` has a left inverse, it pulls a positive definite outgoing current matrix back to a
positive definite incoming one. -/
theorem posDef_pullback {B : Matrix m m ℂ} (hB : B.PosDef) {S : Matrix m n ℂ}
    {R : Matrix n m ℂ} (hR : R * S = 1) : (Sᴴ * B * S).PosDef := by
  rw [posDef_iff_dotProduct_mulVec]
  constructor
  · have hH : Bᴴ = B := hB.isHermitian
    change (Sᴴ * B * S)ᴴ = Sᴴ * B * S
    simp only [conjTranspose_mul, conjTranspose_conjTranspose, hH, Matrix.mul_assoc]
  · intro x hx
    have hne : S *ᵥ x ≠ 0 := by
      intro h0
      apply hx
      rw [← Matrix.one_mulVec x, ← hR, ← Matrix.mulVec_mulVec, h0, Matrix.mulVec_zero]
    have h := hB.dotProduct_mulVec_pos hne
    rw [Matrix.star_mulVec, ← Matrix.dotProduct_mulVec] at h
    simpa only [Matrix.mulVec_mulVec, Matrix.mul_assoc] using h
```

The opening example has
$$B=\begin{pmatrix}1&1\\1&2\end{pmatrix}=T^\dagger T,\quad T=\begin{pmatrix}1&1\\0&1\end{pmatrix},\qquad S^\dagger BS=\begin{pmatrix}1&2\\2&8\end{pmatrix}=A.$$
Both $T$ and $S$ are invertible, so the pullback, applied first to the identity and then to $B$, makes $B$ and $A$ positive definite. The second diagonal entry of $SS^\dagger$ is 4, so $S$ itself is not unitary.

```lean
/-- Two modes with non-diagonal positive definite current matrices and a current-conserving
scattering matrix `diag(1, 2)` that is not itself unitary. -/
theorem fluxNormalized_unitary_witness :
    (!![1, 2; 2, 8] : Matrix (Fin 2) (Fin 2) ℂ).PosDef ∧
    (!![1, 1; 1, 2] : Matrix (Fin 2) (Fin 2) ℂ).PosDef ∧
    (!![1, 0; 0, 2] : Matrix (Fin 2) (Fin 2) ℂ)ᴴ * !![1, 1; 1, 2] * !![1, 0; 0, 2]
      = !![1, 2; 2, 8] ∧
    (!![1, 0; 0, 2] : Matrix (Fin 2) (Fin 2) ℂ) ∉ unitaryGroup (Fin 2) ℂ := by
  have hB : (!![1, 1; 1, 2] : Matrix (Fin 2) (Fin 2) ℂ).PosDef := by
    have hR : (!![1, -1; 0, 1] : Matrix (Fin 2) (Fin 2) ℂ) * !![1, 1; 0, 1] = 1 := by
      ext i j
      fin_cases i <;> fin_cases j <;> norm_num [Matrix.mul_apply, Fin.sum_univ_succ]
    have h := posDef_pullback (Matrix.PosDef.one (n := Fin 2) (R := ℂ)) hR
    convert h using 1
    ext i j
    fin_cases i <;> fin_cases j <;> norm_num [Matrix.mul_apply, Fin.sum_univ_succ]

  -- the scattering matrix is real and diagonal, hence Hermitian
  have hT : (!![1, 0; 0, 2] : Matrix (Fin 2) (Fin 2) ℂ)ᴴ = !![1, 0; 0, 2] := by
    ext i j
    fin_cases i <;> fin_cases j <;> simp [conjTranspose_apply]
  have hS : (!![1, 0; 0, 2] : Matrix (Fin 2) (Fin 2) ℂ)ᴴ * !![1, 1; 1, 2] * !![1, 0; 0, 2]
      = !![1, 2; 2, 8] := by
    rw [hT]
    ext i j
    fin_cases i <;> fin_cases j <;> norm_num [Matrix.mul_apply, Fin.sum_univ_succ]
  have hR : (!![1, 0; 0, 1 / 2] : Matrix (Fin 2) (Fin 2) ℂ) * !![1, 0; 0, 2] = 1 := by
    ext i j
    fin_cases i <;> fin_cases j <;> norm_num [Matrix.mul_apply, Fin.sum_univ_succ]
  refine ⟨hS ▸ posDef_pullback hB hR, hB, hS, fun h => ?_⟩
  have h0 := mem_unitaryGroup_iff.mp h
  rw [Matrix.star_eq_conjTranspose, hT] at h0
  have h1 := congrFun (congrFun h0 1) 1
  norm_num [Matrix.mul_apply, Fin.sum_univ_succ] at h1

end

end FluxNormalizedScattering
```

```lean
#print axioms FluxNormalizedScattering.fluxNormalized_unitary
-- 'FluxNormalizedScattering.fluxNormalized_unitary' depends on axioms: [propext, Classical.choice, Quot.sound]
#print axioms FluxNormalizedScattering.sum_probabilities
-- 'FluxNormalizedScattering.sum_probabilities' depends on axioms: [propext, Classical.choice, Quot.sound]
```
